# In a model of uncoupled doubles, spreading one excitation over more pair labels lowers the independent-pair energy

## Doubles, couplings and pair energies

Energies are measured from that of the reference determinant. The double excitations carry labels $i$ from a finite set. Each lies at energy $2D$, so $D$ is half an excitation energy, and each has a real coupling $v_i$ to the reference. The doubles have no matrix elements with one another.

In intermediate normalization the reference has coefficient 1 and the doubles have amplitudes $c_i$. Projecting the Schrödinger equation on the reference and on each double gives

$$e=\sum_i v_ic_i,\qquad v_i+2D\,c_i=e\,c_i,$$

where $e$ is the correlation energy. `DoublesCI D v c e` is the proposition that both equations hold. Its index type `ι` is the set of labels.

```lean
import Mathlib

open Filter Topology

namespace IndependentPairDelocalization

noncomputable section

/-- The doubles CI equations in intermediate normalization, for mutually uncoupled doubles at
excitation energy `2 * D` with couplings `v` to the reference, amplitudes `c` and
correlation energy `e`. -/
def DoublesCI {ι : Type*} [Fintype ι] (D : ℝ) (v c : ι → ℝ) (e : ℝ) : Prop :=
  e = ∑ i, v i * c i ∧ ∀ i, v i + 2 * D * c i = e * c i
```

A single pair with coupling $k$ is assigned the energy $D-\sqrt{D^2+k^2}$. This is a definition at first; part (b) connects it to the equations above.

```lean
/-- The correlation energy of a single pair with coupling `k` and excitation energy `2 * D`. -/
def pairEnergy (D k : ℝ) : ℝ := D - Real.sqrt (D ^ 2 + k ^ 2)
```

The independent-pair approximation correlates each pair as if the others were absent and adds the results. Here every pair label carries exactly one double.

```lean
/-- The independent-pair energy: each pair label is correlated alone and the pair energies
are added. -/
def iepaEnergy {ι : Type*} [Fintype ι] (D : ℝ) (v : ι → ℝ) : ℝ :=
  ∑ i, pairEnergy D (v i)
```

Delocalization is represented by a postulate about couplings: one excitation of strength $K$ becomes $n\ge 1$ excitations of strength $K/\sqrt n$. This stands for a normalized, equal-weight mixture over $n$ labels. The labels form the type `Fin n`, which has $n$ elements.

```lean
/-- The couplings of one double excitation of strength `K` spread equally over `n` pair labels,
for `n` at least one. -/
def spread (K : ℝ) (n : ℕ) : Fin n → ℝ := fun _ => K / Real.sqrt (n : ℝ)
```

No orbital rotation is carried out. In a molecule, such a rotation would generally also change the energies of the doubles and couple them to one another, and the model leaves both effects out. The condition $D>0$, used in most parts below, says that the doubles lie above the reference.

## (a) The lowest energy of all doubles treated together

Let $D>0$. Show that the lowest $e$ for which the CI equations have a solution is

$$e_{\min}=D-\sqrt{D^2+\sum_i v_i^2}.$$

Write $Q=\sum_i v_i^2$ and $s=\sqrt{D^2+Q}$. Multiply the $i$-th amplitude equation by $v_i$ and sum over $i$. Since $\sum_i v_ic_i=e$, this gives

$$Q+2De=e^2,\qquad\text{or}\qquad (e-D)^2=s^2.$$

Every solution therefore has $e=D-s$ or $e=D+s$, and none lies below $D-s$.

It remains to find amplitudes for the lower value. With $e=D-s$ the amplitude equation reads $v_i=-(D+s)c_i$, so $c_i=-v_i/(D+s)$. The division is allowed because $D+s>0$. The energy equation then holds as well:

$$\sum_i v_ic_i=-\frac{Q}{D+s}=-\frac{s^2-D^2}{D+s}=D-s.$$

```lean
/-- For `D > 0`, the lowest correlation energy of all doubles treated together is `D` minus the
square root of `D ^ 2` plus the sum of the squared couplings. -/
theorem coupled_isLeast {ι : Type*} [Fintype ι] {D : ℝ} (hD : 0 < D) (v : ι → ℝ) :
    IsLeast {e | ∃ c, DoublesCI D v c e} (D - Real.sqrt (D ^ 2 + ∑ i, v i ^ 2)) := by
  have hQ : 0 ≤ ∑ i, v i ^ 2 := Finset.sum_nonneg fun i _ => sq_nonneg (v i)
  obtain ⟨Q, hQdef⟩ : ∃ Q, Q = ∑ i, v i ^ 2 := ⟨_, rfl⟩
  rw [← hQdef] at hQ ⊢
  have hs := Real.sq_sqrt (add_nonneg (sq_nonneg D) hQ)
  have hs0 := Real.sqrt_nonneg (D ^ 2 + Q)
  generalize Real.sqrt (D ^ 2 + Q) = s at hs hs0 ⊢
  have hne : D + s ≠ 0 := by linarith [hD, hs0] |> fun h : 0 < D + s => ne_of_gt h
  constructor
  · -- the amplitudes of the ground state
    refine ⟨fun i => -(v i / (D + s)), ?_, fun i => ?_⟩
    · have hsum : ∑ i, v i * -(v i / (D + s)) = -Q / (D + s) := by
        rw [hQdef, neg_div, Finset.sum_div, ← Finset.sum_neg_distrib]
        exact Finset.sum_congr rfl fun i _ => by ring
      change D - s = ∑ i, v i * -(v i / (D + s))
      rw [hsum, eq_div_iff hne]
      linear_combination (-1) * hs
    · have h : v i / (D + s) * (D + s) = v i := div_mul_cancel₀ _ hne
      change v i + 2 * D * -(v i / (D + s)) = (D - s) * -(v i / (D + s))
      linear_combination (-1) * h
  · rintro e ⟨c, he, hc⟩
    -- contract the amplitude equations with the couplings
    have h1 : ∑ i, v i * (v i + 2 * D * c i) = Q + 2 * D * e := by
      rw [hQdef, he, Finset.mul_sum, ← Finset.sum_add_distrib]
      exact Finset.sum_congr rfl fun i _ => by ring
    have h2 : ∑ i, v i * (e * c i) = e * e := by
      calc ∑ i, v i * (e * c i) = e * ∑ i, v i * c i := by
            rw [Finset.mul_sum]
            exact Finset.sum_congr rfl fun i _ => by ring
        _ = e * e := by rw [← he]
    have h3 : ∑ i, v i * (v i + 2 * D * c i) = ∑ i, v i * (e * c i) :=
      Finset.sum_congr rfl fun i _ => by rw [hc i]
    have key : Q + 2 * D * e = e * e := by rw [← h1, h3, h2]
    by_contra hlt
    have hlt' : e < D - s := lt_of_not_ge hlt
    have hp : 0 < (D - e - s) * (D - e + s) :=
      mul_pos (by linarith) (by linarith)
    nlinarith [hp, key, hs]
```

`IsLeast` says that the value belongs to the set of possible energies and is a lower bound for it. The first half of the proof supplies the amplitudes $-v_i/(D+s)$ and verifies both equations. In the second half, `h1`, `h2` and `h3` carry out the contraction with $v$, and `key` is the resulting quadratic equation. If $e$ were below $D-s$, both factors of $(D-e-s)(D-e+s)$ would be positive, whereas `key` makes the product zero; `nlinarith` finds this contradiction.

## (b) One pair on its own

Let $D>0$. Show that for a single double with coupling $k$ the lowest energy is the pair energy defined above:

$$e_{\min}=D-\sqrt{D^2+k^2}.$$

With one label, $e=kc$ and $k+2Dc=ec$. Multiplying the second equation by $k$ gives $k^2+2De=e^2$, whose lower root is the stated value. It is attained with $c=-k/(D+\sqrt{D^2+k^2})$.

```lean
/-- For `D > 0`, the pair energy is the lowest solution of the CI equations with a single
double excitation. -/
theorem pairEnergy_isLeast {D : ℝ} (hD : 0 < D) (k : ℝ) :
    IsLeast {e | ∃ c, DoublesCI D (fun _ : Unit => k) c e} (pairEnergy D k) := by
  have hk : pairEnergy D k = D - Real.sqrt (D ^ 2 + ∑ _i : Unit, k ^ 2) := by
    simp [pairEnergy]
  rw [hk]
  exact coupled_isLeast hD (fun _ : Unit => k)
```

The one-element type `Unit` serves as the label set. The sum in (a) then has the single term $k^2$, and the theorem follows from (a).

## (c) The squared coupling of each label

Show that after equal spreading every label $i$ has

$$v_i^2=\frac{K^2}{n}.$$

Squaring $v_i=K/\sqrt n$ gives $K^2/(\sqrt n)^2=K^2/n$.

```lean
/-- Each of the `n` labels carries the squared coupling `K ^ 2 / n`. -/
theorem spread_sq (K : ℝ) (n : ℕ) (i : Fin n) : spread K n i ^ 2 = K ^ 2 / (n : ℝ) := by
  unfold spread
  rw [div_pow, Real.sq_sqrt (Nat.cast_nonneg n)]
```

The lemma allows either sign of $K$, since only its square appears.

## (d) Treated together, the doubles do not notice the spreading

Let $D>0$ and $n\ge1$. Show that the lowest energy of the $n$ spread doubles is

$$e_{\min}=D-\sqrt{D^2+K^2}.$$

By (c) the squared couplings sum to $n\cdot K^2/n=K^2$. By (a) the lowest energy depends on the couplings only through this sum, so it equals the energy of the original single pair for every $n\ge1$.

```lean
/-- For `D > 0`, the lowest energy of all `n ≥ 1` doubles treated together is that of the
original single pair, however many labels the excitation is spread over. -/
theorem coupled_spread {D : ℝ} (hD : 0 < D) (K : ℝ) {n : ℕ} (hn : 0 < n) :
    IsLeast {e | ∃ c, DoublesCI D (spread K n) c e} (pairEnergy D K) := by
  have hn' : (n : ℝ) ≠ 0 := Nat.cast_ne_zero.mpr hn.ne'
  have hsum : ∑ i, spread K n i ^ 2 = K ^ 2 := by
    simp only [spread_sq, Finset.sum_const, Finset.card_univ, Fintype.card_fin, nsmul_eq_mul]
    field_simp
  have h := coupled_isLeast hD (spread K n)
  rw [hsum] at h
  exact h
```

The step `hsum` evaluates the sum of squares, and the rest is (a) with that value inserted. The result, `pairEnergy D K`, does not contain $n$.

## (e) The sum of the independent pair energies

Write $E_n$ for the independent-pair energy of the excitation spread over $n$ labels. Show that

$$E_n=n\left(D-\sqrt{D^2+\frac{K^2}{n}}\right).$$

By (c) each label contributes $D-\sqrt{D^2+K^2/n}$, and there are $n$ equal contributions.

```lean
/-- The independent-pair energy of one double excitation spread equally over `n` labels. -/
theorem iepa_spread (D K : ℝ) (n : ℕ) :
    iepaEnergy D (spread K n) = n * (D - Real.sqrt (D ^ 2 + K ^ 2 / n)) := by
  simp only [iepaEnergy, pairEnergy, spread_sq, Finset.sum_const, Finset.card_univ,
    Fintype.card_fin, nsmul_eq_mul]
```

In Lean, $E_n$ is `iepaEnergy D (spread K n)`. The proof unfolds the definitions, inserts (c) and replaces the constant sum by $n$ times its term.

## (f) The same energy with a shifted denominator

Let $D>0$ and $n\ge1$. Show that

$$E_n=-\frac{K^2}{D+\sqrt{D^2+K^2/n}}.$$

Put $s_n=\sqrt{D^2+K^2/n}$. Then

$$n(D-s_n)(D+s_n)=n(D^2-s_n^2)=-n\,\frac{K^2}{n}=-K^2,$$

and dividing by the positive number $D+s_n$ gives the claim.

```lean
/-- For `D > 0` and `n ≥ 1`, the independent-pair energy of one double excitation of strength `K`
spread equally over `n` labels, written as a second-order expression with a shifted denominator. -/
theorem iepa_spread_eq_div {D : ℝ} (hD : 0 < D) (K : ℝ) {n : ℕ} (hn : 0 < n) :
    iepaEnergy D (spread K n) = -K ^ 2 / (D + Real.sqrt (D ^ 2 + K ^ 2 / n)) := by
  have hn' : (n : ℝ) ≠ 0 := Nat.cast_ne_zero.mpr hn.ne'
  have hs := Real.sq_sqrt (show 0 ≤ D ^ 2 + K ^ 2 / (n : ℝ) by positivity)
  have hpos : 0 < D + Real.sqrt (D ^ 2 + K ^ 2 / n) := by positivity
  have h : (n : ℝ) * (K ^ 2 / n) = K ^ 2 := by field_simp
  rw [iepa_spread, eq_div_iff hpos.ne']
  linear_combination (-(n : ℝ)) * hs - h
```

The proof clears the denominator with `eq_div_iff`; `linear_combination` then combines $s_n^2=D^2+K^2/n$ with $n\cdot K^2/n=K^2$, as in the displayed line.

In an independent-pair calculation this denominator comes from the amplitude equation of each pair. With the pair's own energy $e_i=D-s_n$, the amplitude is

$$c_i=\frac{v_i}{e_i-2D}=-\frac{v_i}{D+s_n}.$$

The calculation with all doubles together has the total energy $e$ in place of $e_i$. As $n$ grows, each $e_i$ tends to zero while $e$ stays fixed, so the independent pairs lose the energy shift. For $K\neq0$ and $n\ge2$ their amplitudes are therefore larger in magnitude than those of the calculation with all doubles together, although both sets tend to zero with $v_i=K/\sqrt n$.

## (g) Strict decrease and the second-order limit

Let $D>0$ and $K\ne0$. Show that for $1\le m<n$

$$E_n<E_m,\qquad\text{and that}\qquad \lim_{n\to\infty}E_n=-\frac{K^2}{2D}.$$

If $m<n$, then $K^2/n<K^2/m$, because $K^2>0$. Hence $s_n<s_m$ and $0<D+s_n<D+s_m$. Dividing $K^2$ by the smaller denominator gives the larger quotient, and the minus sign in (f) turns this into $E_n<E_m$.

For the limit, $K^2/n\to0$, so $s_n\to\sqrt{D^2}=D$ and the denominator in (f) tends to $2D$. The limiting value is the second-order perturbation energy for excitation energy $2D$.

```lean
/-- For `D > 0` and `K ≠ 0`, the independent-pair energy strictly decreases as the excitation is
spread over more labels, and it tends to the second-order value `-K ^ 2 / (2 * D)`. -/
theorem iepa_strictly_decreases_to_second_order {D K : ℝ} (hD : 0 < D) (hK : K ≠ 0) :
    (∀ m n : ℕ, 0 < m → m < n →
      iepaEnergy D (spread K n) < iepaEnergy D (spread K m)) ∧
    Tendsto (fun n : ℕ => iepaEnergy D (spread K n)) atTop (𝓝 (-K ^ 2 / (2 * D))) := by
  have hK2 : 0 < K ^ 2 := by positivity
  constructor
  · intro m n hm hmn
    have hm' : (0 : ℝ) < m := Nat.cast_pos.mpr hm
    have hmn' : (m : ℝ) < n := Nat.cast_lt.mpr hmn
    -- more labels mean a smaller shifted denominator
    have hq : K ^ 2 / (n : ℝ) < K ^ 2 / m := div_lt_div_of_pos_left hK2 hm' hmn'
    have hs : Real.sqrt (D ^ 2 + K ^ 2 / n) < Real.sqrt (D ^ 2 + K ^ 2 / m) :=
      Real.sqrt_lt_sqrt (by positivity) (by linarith)
    have hpos : 0 < D + Real.sqrt (D ^ 2 + K ^ 2 / n) := by positivity
    rw [iepa_spread_eq_div hD K (hm.trans hmn), iepa_spread_eq_div hD K hm,
      neg_div, neg_div, neg_lt_neg_iff]
    exact div_lt_div_of_pos_left hK2 hpos (by linarith)
  · have h0 : Tendsto (fun n : ℕ => K ^ 2 / (n : ℝ)) atTop (𝓝 0) :=
      tendsto_const_div_atTop_nhds_zero_nat (K ^ 2)
    -- the shifted denominator tends to the bare excitation energy
    have h1 : Tendsto (fun n : ℕ => D + Real.sqrt (D ^ 2 + K ^ 2 / n)) atTop
        (𝓝 (2 * D)) := by
      have h := ((h0.const_add (D ^ 2)).sqrt).const_add D
      have e : D + Real.sqrt (D ^ 2 + 0) = 2 * D := by
        rw [add_zero, Real.sqrt_sq hD.le]
        ring
      rwa [e] at h
    have h2 : Tendsto (fun n : ℕ => -K ^ 2 / (D + Real.sqrt (D ^ 2 + K ^ 2 / n))) atTop
        (𝓝 (-K ^ 2 / (2 * D))) := tendsto_const_nhds.div h1 (by positivity)
    refine h2.congr' ?_
    filter_upwards [eventually_gt_atTop 0] with n hn
    exact (iepa_spread_eq_div hD K hn).symm
```

The theorem is a conjunction. Its first half follows the chain of inequalities through `hq` and `hs`. In the second half, `h0` is the limit of $K^2/n$, `h1` that of the denominator and `h2` that of the quotient. The form in (f) is available only for $n\ge1$, so `filter_upwards` restricts attention to those $n$, which does not affect the limit.

For $D=1$ and $K=1$ the energies are $E_1\approx-0.414$, $E_2\approx-0.449$ and $E_4\approx-0.472$, and the limit is $-0.5$.

The limit statement does not extend to $D\ge0$. At $D=0$ and $K\neq0$ the formula in (e) gives $E_n=-\sqrt n\,|K|$, which still decreases strictly but diverges to $-\infty$. If instead $K=0$ and $D>0$, all $E_n$ vanish and the strict decrease is lost.

## (h) The independent-pair energy falls below the coupled one

Let $D>0$, $K\neq0$ and $n\ge2$, and let $e$ be the lowest energy of the $n$ spread doubles treated together. Show that

$$E_n<e.$$

By (d), $e=D-\sqrt{D^2+K^2}$. Setting $n=1$ in (e) gives the same number, so $e=E_1$. Part (g) with $m=1$ gives $E_n<E_1=e$. For $n=1$ the two energies coincide.

```lean
/-- For `D > 0`, `K ≠ 0` and at least two labels, the independent-pair energy lies strictly below
the lowest energy `e` of the same doubles treated together. -/
theorem iepa_lt_coupled {D K e : ℝ} (hD : 0 < D) (hK : K ≠ 0) {n : ℕ} (hn : 1 < n)
    (he : IsLeast {x | ∃ c, DoublesCI D (spread K n) c x} e) :
    iepaEnergy D (spread K n) < e := by
  have h1 : iepaEnergy D (spread K 1) = pairEnergy D K := by
    rw [iepa_spread]
    simp [pairEnergy]
  rw [he.unique (coupled_spread hD K (zero_lt_one.trans hn)), ← h1]
  exact (iepa_strictly_decreases_to_second_order hD hK).1 1 n zero_lt_one hn

end

end IndependentPairDelocalization
```

The hypothesis `he` says that $e$ is the least solvable energy. Since a set has at most one least element, `he.unique` identifies $e$ with the value from (d). The auxiliary statement `h1` is $E_1=D-\sqrt{D^2+K^2}$, and the last line applies (g).

The lowering is spurious in this sense: the energy of the same doubles treated together stays fixed while the independent-pair sum goes down. For electronic-structure work this illustrates how an independent-pair energy can depend on whether localized or delocalized orbitals define the pairs, here in a model with equal spreading and degenerate, mutually uncoupled doubles.

```lean
#print axioms IndependentPairDelocalization.pairEnergy_isLeast
-- 'IndependentPairDelocalization.pairEnergy_isLeast' depends on axioms: [propext, Classical.choice, Quot.sound]
#print axioms IndependentPairDelocalization.iepa_spread_eq_div
-- 'IndependentPairDelocalization.iepa_spread_eq_div' depends on axioms: [propext, Classical.choice, Quot.sound]
#print axioms IndependentPairDelocalization.iepa_lt_coupled
-- 'IndependentPairDelocalization.iepa_lt_coupled' depends on axioms: [propext, Classical.choice, Quot.sound]
```
